# Zero net force from the potential of a local density functional in one dimension, for a continuously differentiable density of compact support

For a local energy functional ∫ e(n(x)) dx on the real line, the potential is v(x) = e′(n(x)), and `zero_force` states that ∫ n(x) v′(x) dx = 0: this potential exerts no net force on the density. The function e is assumed twice continuously differentiable with e(0) = 0, and n continuously differentiable with compact support; n need be neither non-negative nor normalised. The proof uses force balance, by which n v′ is the derivative of the local pressure n e′(n) − e(n). It then applies the theorem that a derivative integrates to zero over the line when both it and the function differentiated are integrable.

The first attempt, which Lean rejects:

```lean
import Mathlib

open MeasureTheory Filter Topology

namespace LocalCorrelationVirial

noncomputable section

/-- The potential `e'(n(x))` of the local functional. -/
def potential (e n : ℝ → ℝ) : ℝ → ℝ := fun x => deriv e (n x)

/-- The local pressure `t e'(t) - e(t)` at density `t`. -/
def pressure (e : ℝ → ℝ) : ℝ → ℝ := fun t => t * deriv e t - e t

/-- For a continuous density with compact support, a continuous function of the density that
vanishes at zero density is integrable over the line. -/
theorem integrable_local {f n : ℝ → ℝ} (hf : Continuous f) (h0 : f 0 = 0)
    (hn : Continuous n) (hc : HasCompactSupport n) : Integrable (fun x => f (n x)) :=
  (hf.comp hn).integrable_of_hasCompactSupport (hc.comp_left h0)

/-- The potential of a twice continuously differentiable local functional is continuously
differentiable when the density is. -/
theorem potential_contDiff {e n : ℝ → ℝ} (he : ContDiff ℝ 2 e) (hn : ContDiff ℝ 1 n) :
    ContDiff ℝ 1 (potential e n) := by
  have h : ContDiff ℝ (1 + 1) e := by
    rw [one_add_one_eq_two]
    exact he
  exact (contDiff_succ_iff_deriv.1 h).2.2.comp hn

/-- Force balance: the gradient of the local pressure is the density times the gradient
of the potential. -/
theorem force_balance {e n : ℝ → ℝ} (he : ContDiff ℝ 2 e) (hn : ContDiff ℝ 1 n) (x : ℝ) :
    HasDerivAt (fun y => pressure e (n y)) (n x * deriv (potential e n) x) x := by
  have h1 : HasDerivAt n (deriv n x) x :=
    ((hn.differentiable (by norm_num)) x).hasDerivAt
  have h2 : HasDerivAt (potential e n) (deriv (potential e n) x) x :=
    (((potential_contDiff he hn).differentiable (by norm_num)) x).hasDerivAt
  have h3 : HasDerivAt e (deriv e (n x)) (n x) :=
    ((he.differentiable (by norm_num)) (n x)).hasDerivAt
  refine ((h1.mul h2).sub (h3.comp x h1)).congr_deriv ?_
  simp only [potential]
  ring

/-- Zero-force theorem: the potential of the local functional exerts no net force on
the density. -/
theorem zero_force {e n : ℝ → ℝ} (he : ContDiff ℝ 2 e) (h0 : e 0 = 0)
    (hn : ContDiff ℝ 1 n) (hc : HasCompactSupport n) :
    ∫ x, n x * deriv (potential e n) x = 0 := by
  have hd : Continuous (deriv e) := he.continuous_deriv one_le_two
  have hv := (potential_contDiff he hn).continuous_deriv le_rfl
  refine integral_eq_zero_of_hasDerivAt_of_integrable (force_balance he hn) ?_ ?_
  · exact (hn.continuous.mul hv).integrable_of_hasCompactSupport hc.mul_right
  · exact integrable_local ((continuous_id.mul hd).sub he.continuous)
      (by simp [h0]) hn.continuous hc

end

end LocalCorrelationVirial
```

Messages:

```
Main.lean:54:10: error: `simp` made no progress
```

This version goes through:

```diff
@@ -51,6 +51,6 @@
   refine integral_eq_zero_of_hasDerivAt_of_integrable (force_balance he hn) ?_ ?_
   · exact (hn.continuous.mul hv).integrable_of_hasCompactSupport hc.mul_right
-  · exact integrable_local ((continuous_id.mul hd).sub he.continuous)
-      (by simp [h0]) hn.continuous hc
+  · exact integrable_local (f := pressure e) ((continuous_id.mul hd).sub he.continuous)
+      (by simp [pressure, h0]) hn.continuous hc
 
 end
```

What went wrong. The error lies in the proof that the pressure is integrable. There `integrable_local` needs a function `f` of the density with `f 0 = 0`. Lean takes `f` from the goal, where the integrand is `pressure e (n y)`, so `f` is `pressure e` and the condition to prove is `pressure e 0 = 0`.

The call `simp [h0]` may rewrite `e 0` to `0`, but no `e 0` is visible in that condition: it is hidden inside the definition `pressure`, which `simp` does not unfold unless told to. Nothing else applies either, hence "`simp` made no progress".

Adding `pressure` to the list cures this. The condition unfolds to `0 * deriv e 0 - e 0 = 0`, which `simp` closes with `h0` and simple arithmetic.

The other change, `(f := pressure e)`, only writes out the function Lean had already found; it is tidying.
